# The replica gap and the derivative discontinuity of E(N)

## Definitions and conventions

Let E(x) be the total energy of a system as a function of a real electron number x, and fix a reference filling M. Take K identical replicas that do not interact, each holding M electrons, so that the total energy is K E(M). One further electron, or one hole, is spread evenly over the replicas, so each then holds M + 1/K or M − 1/K electrons. The addition energy a_K, the removal energy r_K and the replica gap G_K are

a_K = K [E(M + 1/K) − E(M)]

r_K = K [E(M) − E(M − 1/K)]

G_K = K [E(M + 1/K) + E(M − 1/K) − 2E(M)].

With these signs −a_K and −r_K are the electron affinity and the ionisation energy of the set of replicas evaluated with the charge spread evenly; they are the ground-state values when no other distribution of the electrons has a lower energy than the even one, as is the case for convex E. The integer gap of a single system is

G = E(M + 1) + E(M − 1) − 2E(M),

which is G_K at K = 1. The right and left derivatives of E at M, where they exist, are written μ₊ and μ₋, and the derivative discontinuity means the jump μ₊ − μ₋ in the slope of the total energy.

## The claim and its derivation

The claim has two parts. If E is differentiable at M, then G_K → 0 as K → ∞. If E is a straight line on [M − 1, M] and a straight line on [M, M + 1], then G_K = G for every K ≥ 1.

Subtracting the definitions gives

a_K − r_K = K [E(M + 1/K) − E(M) − E(M) + E(M − 1/K)] = G_K.

Put h = 1/K. Multiplying by K is dividing by h, so

a_K = [E(M + h) − E(M)] / h

r_K = [E(M − h) − E(M)] / (−h).

These are the secant slopes from M to M + h and from M to M − h. As K → ∞, h falls to zero through positive values, so a_K → μ₊ and r_K → μ₋ if the one-sided derivatives exist, and

G_K → μ₊ − μ₋.

A sequence has at most one limit, so G_K → 0 exactly when μ₊ = μ₋. For E differentiable at M both equal E′(M), which is the first part.

For the second part write E(x) = c x + d on [M − 1, M] and E(x) = c′ x + d′ on [M, M + 1], with constants c, d, c′, d′. Both formulas hold at x = M. For K ≥ 1 we have 0 < 1/K ≤ 1, so M + 1/K lies in the upper interval and M − 1/K in the lower, and

E(M + 1/K) − E(M) = c′/K,  E(M − 1/K) − E(M) = −c/K.

Adding and multiplying by K gives G_K = c′ − c. In the same way E(M + 1) − E(M) = c′ and E(M − 1) − E(M) = −c, so G = c′ − c = G_K.

If E satisfies both hypotheses, G_K equals the constant G and also tends to zero, so G = 0.

In electronic structure this bears on gaps computed from total-energy differences: for non-interacting identical fragments with the extra charge spread evenly, the gap of a large collection approaches the slope jump of E at M, and it keeps the single-fragment value at every size when E is a straight line on [M − 1, M] and on [M, M + 1].

## A numerical instance and counter-examples

Take M = 1 and, in arbitrary units, E(0) = 0, E(1) = −5, E(2) = −6, so G = −6 + 0 + 10 = 4. Join the points by straight lines, with slopes c = −5 and c′ = −1. For K = 4,

E(1.25) = −5.25,  E(0.75) = −3.75,  G₄ = 4 (−5.25 − 3.75 + 10) = 4.

Now pass the parabola E(x) = 2x² − 7x through the same three points. Then

E(1.25) = −5.625,  E(0.75) = −4.125,  G₄ = 4 (−5.625 − 4.125 + 10) = 1.

For the parabola a_K = −3 + 2/K and r_K = −3 − 2/K, both tending to E′(1) = −3, and G_K = 4/K.

The two curves show what each hypothesis does. The broken line is not differentiable at M = 1, and its gap stays at 4 instead of tending to zero. The parabola is not straight on the two intervals, and G₄ = 1 differs from G = 4. The condition K ≥ 1 matters for real K: let E(x) = |x − M| on [M − 1, M + 1] and E(x) = 1 elsewhere; then G = 2, while K = 1/2 samples M ± 2 and gives (1/2)(1 + 1) = 1. These examples are arithmetic done on paper, and Lean has not checked them.

## The formal development

```lean
import Mathlib

open Filter Topology Set

namespace ReplicaGap

noncomputable section
```

The energy is an arbitrary function `E : ℝ → ℝ`, and `M` is any real number, not necessarily an integer. In the definitions `K` is real as well. The first two are a_K and r_K.

```lean
/-- Energy change on adding one electron spread evenly over `K` replicas of a system with
`M` electrons and energy `E` as a function of fractional electron number. -/
def replicaAdd (E : ℝ → ℝ) (M K : ℝ) : ℝ := K * (E (M + 1 / K) - E M)

/-- Energy of `K` replicas with `M` electrons each, minus their energy after one electron is
removed evenly from all of them. -/
def replicaRemove (E : ℝ → ℝ) (M K : ℝ) : ℝ := K * (E M - E (M - 1 / K))
```

The next two are G_K and G.

```lean
/-- The gap of `K` replicas, `K (E(M + 1/K) + E(M - 1/K) - 2 E(M))`. -/
def replicaGap (E : ℝ → ℝ) (M K : ℝ) : ℝ := K * (E (M + 1 / K) + E (M - 1 / K) - 2 * E M)

/-- The gap of a single system, `E(M + 1) + E(M - 1) - 2 E(M)`. -/
def integerGap (E : ℝ → ℝ) (M : ℝ) : ℝ := E (M + 1) + E (M - 1) - 2 * E M
```

The even spreading of the charge and the absence of interaction are built into these formulas through the arguments `M + 1 / K` and `M - 1 / K` and the prefactor `K`. Nothing shows that the even distribution is the one of lowest energy, and no Hamiltonian or density functional appears.

`AffineOn E a b` says that E agrees with c x + d on the closed interval `Icc a b`. Because the intervals are closed, the lower and upper lines both take the value E(M) at M. Piecewise linearity enters as a hypothesis on E and is not derived from an ensemble ground state.

```lean
/-- The energy is a straight line in the electron number on the interval `[a, b]`. -/
def AffineOn (E : ℝ → ℝ) (a b : ℝ) : Prop := ∃ c d : ℝ, ∀ x ∈ Icc a b, E x = c * x + d
```

The identity G_K = a_K − r_K is the subtraction done above, for every real K.

```lean
/-- The replica gap is the replica addition energy minus the replica removal energy. -/
theorem replicaGap_eq_add_sub_remove (E : ℝ → ℝ) (M K : ℝ) :
    replicaGap E M K = replicaAdd E M K - replicaRemove E M K := by
  unfold replicaGap replicaAdd replicaRemove
  ring
```

The hypothesis `HasDerivWithinAt E μ (Ioi M) M` says that E has the finite right derivative μ at M, where `Ioi M` is the set of x > M. The conclusion `Tendsto (fun K : ℕ => replicaAdd E M K) atTop (𝓝 μ)` is a_K → μ along the natural numbers. In the proof, `hs` restates the derivative as convergence of the secant slope [E(x) − E(M)]/(x − M) to μ as x approaches M from above. The step `h0` is 1/K → 0, and `hp` adds that M + 1/K exceeds M for K > 0, so the fillings approach M from the correct side. The composition `hs.comp hp` is the limit of the slopes at x = M + 1/K, and the last lines use `e` to identify the denominator with 1/K and turn the division into the factor K. The sequence includes K = 0, where Lean reads 1/0 as 0 and the term is zero; one term does not affect a limit.

```lean
/-- If `E` has right derivative `μ` at `M`, the replica addition energy tends to `μ` as the
number of replicas grows. -/
theorem replicaAdd_tendsto {E : ℝ → ℝ} {M μ : ℝ} (h : HasDerivWithinAt E μ (Ioi M) M) :
    Tendsto (fun K : ℕ => replicaAdd E M K) atTop (𝓝 μ) := by
  have hs := (hasDerivWithinAt_iff_tendsto_slope' (by simp)).1 h
  have h0 : Tendsto (fun K : ℕ => (1 : ℝ) / K) atTop (𝓝 0) :=
    tendsto_const_nhds.div_atTop tendsto_natCast_atTop_atTop
  -- the filling `M + 1/K` approaches `M` from above
  have hp : Tendsto (fun K : ℕ => M + 1 / (K : ℝ)) atTop (𝓝[Ioi M] M) := by
    refine tendsto_nhdsWithin_iff.2 ⟨?_, ?_⟩
    · have h1 := h0.const_add M
      rwa [add_zero] at h1
    · filter_upwards [eventually_gt_atTop 0] with K hK
      have hK' : (0 : ℝ) < K := Nat.cast_pos.2 hK
      have h1 : 0 < 1 / (K : ℝ) := one_div_pos.2 hK'
      show M < M + 1 / (K : ℝ)
      linarith
  -- the addition energy is the secant slope between `M` and `M + 1/K`
  refine (hs.comp hp).congr fun K => ?_
  have e : M + 1 / (K : ℝ) - M = 1 / K := by ring
  simp only [Function.comp_apply, slope_def_field, replicaAdd]
  rw [e, div_div_eq_mul_div, div_one, mul_comm]
```

The removal energy is the mirror image, with `Iio M` the set of x < M. Here the denominator of the slope is −1/K, and its sign reverses the order of the energy difference to give r_K.

```lean
/-- If `E` has left derivative `μ` at `M`, the replica removal energy tends to `μ` as the
number of replicas grows. -/
theorem replicaRemove_tendsto {E : ℝ → ℝ} {M μ : ℝ} (h : HasDerivWithinAt E μ (Iio M) M) :
    Tendsto (fun K : ℕ => replicaRemove E M K) atTop (𝓝 μ) := by
  have hs := (hasDerivWithinAt_iff_tendsto_slope' (by simp)).1 h
  have h0 : Tendsto (fun K : ℕ => (1 : ℝ) / K) atTop (𝓝 0) :=
    tendsto_const_nhds.div_atTop tendsto_natCast_atTop_atTop
  -- the filling `M - 1/K` approaches `M` from below
  have hp : Tendsto (fun K : ℕ => M - 1 / (K : ℝ)) atTop (𝓝[Iio M] M) := by
    refine tendsto_nhdsWithin_iff.2 ⟨?_, ?_⟩
    · have h1 := h0.const_sub M
      rwa [sub_zero] at h1
    · filter_upwards [eventually_gt_atTop 0] with K hK
      have hK' : (0 : ℝ) < K := Nat.cast_pos.2 hK
      have h1 : 0 < 1 / (K : ℝ) := one_div_pos.2 hK'
      show M - 1 / (K : ℝ) < M
      linarith
  -- the removal energy is the secant slope between `M - 1/K` and `M`
  refine (hs.comp hp).congr fun K => ?_
  have e : M - 1 / (K : ℝ) - M = -(1 / K) := by ring
  simp only [Function.comp_apply, slope_def_field, replicaRemove]
  rw [e, div_neg, div_div_eq_mul_div, div_one]
  ring
```

With `μp` for μ₊ and `μm` for μ₋, the gap is rewritten as a difference and the two limits are subtracted. The limit is the jump in dE/dx of the total energy; its division into a Kohn–Sham eigenvalue gap and an exchange-correlation contribution, for which the name derivative discontinuity is also used, plays no part.

```lean
/-- If `E` has right derivative `μp` and left derivative `μm` at `M`, the replica gap tends
to the derivative discontinuity `μp - μm`. -/
theorem replicaGap_tendsto_jump {E : ℝ → ℝ} {M μp μm : ℝ}
    (hp : HasDerivWithinAt E μp (Ioi M) M) (hm : HasDerivWithinAt E μm (Iio M) M) :
    Tendsto (fun K : ℕ => replicaGap E M K) atTop (𝓝 (μp - μm)) := by
  simp only [replicaGap_eq_add_sub_remove]
  exact (replicaAdd_tendsto hp).sub (replicaRemove_tendsto hm)
```

The equivalence assumes that both one-sided derivatives exist. The forward direction uses `tendsto_nhds_unique` to equate the limits μ₊ − μ₋ and 0; the backward direction substitutes μ₊ = μ₋ into the known limit.

```lean
/-- For `E` with one-sided derivatives at `M`, the replica gap tends to zero exactly when
the right and left derivatives agree. -/
theorem replicaGap_tendsto_zero_iff {E : ℝ → ℝ} {M μp μm : ℝ}
    (hp : HasDerivWithinAt E μp (Ioi M) M) (hm : HasDerivWithinAt E μm (Iio M) M) :
    Tendsto (fun K : ℕ => replicaGap E M K) atTop (𝓝 0) ↔ μp = μm := by
  have h := replicaGap_tendsto_jump hp hm
  constructor
  · intro h0
    exact sub_eq_zero.1 (tendsto_nhds_unique h h0)
  · intro e
    rwa [e, sub_self] at h
```

The piecewise-linear case is proved for real K ≥ 1. The constants `c`, `d`, `c'`, `d'` are those of the derivation by hand, and `hpos` and `hle` are 0 < 1/K ≤ 1. The equations `e1` to `e6` evaluate the lines at M + 1/K, M − 1/K, M + 1 and M − 1, and at M on both lines. In the closing `linear_combination`, the terms `K * e1 + K * e2 - K * e3 - K * e4` give G_K = (c′ − c) K (1/K), the terms `- e5 - e6 + e3 + e4` give −G = −(c′ − c), and `(c' - c) * hk` applies K (1/K) = 1.

```lean
/-- If `E` is a straight line on `[M - 1, M]` and on `[M, M + 1]`, the replica gap equals
the gap of a single system for every real `K ≥ 1`. -/
theorem replicaGap_eq_integerGap {E : ℝ → ℝ} {M K : ℝ} (hm : AffineOn E (M - 1) M)
    (hp : AffineOn E M (M + 1)) (hK : 1 ≤ K) : replicaGap E M K = integerGap E M := by
  obtain ⟨c, d, hc⟩ := hm
  obtain ⟨c', d', hc'⟩ := hp
  have hK0 : 0 < K := by linarith
  have hpos : 0 < 1 / K := one_div_pos.2 hK0
  have hle : 1 / K ≤ 1 := (div_le_one hK0).2 hK
  have hk : K * (1 / K) = 1 := mul_one_div_cancel hK0.ne'
  -- all five fillings lie on the two straight segments
  have e1 := hc' (M + 1 / K) ⟨by linarith, by linarith⟩
  have e2 := hc (M - 1 / K) ⟨by linarith, by linarith⟩
  have e3 := hc' M ⟨by linarith, by linarith⟩
  have e4 := hc M ⟨by linarith, by linarith⟩
  have e5 := hc' (M + 1) ⟨by linarith, by linarith⟩
  have e6 := hc (M - 1) ⟨by linarith, by linarith⟩
  unfold replicaGap integerGap
  -- both sides equal the slope difference `c' - c`
  linear_combination K * e1 + K * e2 - K * e3 - K * e4 - e5 - e6 + e3 + e4 + (c' - c) * hk
```

The main theorem holds for every E and M and is a conjunction of two implications. If E is differentiable at M, the replica gap tends to zero as the natural number K grows. If E is affine on [M − 1, M] and on [M, M + 1], the replica gap equals the integer gap for every natural K ≥ 1. No rate of convergence is stated in the first part. Its proof restricts the two-sided derivative to each side, so that μ₊ and μ₋ are the same number and `rfl` supplies their equality; the second part is the previous theorem with K cast to a real.

```lean
/-- For `E` differentiable at `M` the replica gap tends to zero as `K → ∞`; for `E` a
straight line on `[M - 1, M]` and `[M, M + 1]` it equals the single-system gap for all
`K ≥ 1`. -/
theorem replicaGap_smooth_and_piecewise_linear (E : ℝ → ℝ) (M : ℝ) :
    (DifferentiableAt ℝ E M → Tendsto (fun K : ℕ => replicaGap E M K) atTop (𝓝 0)) ∧
    (AffineOn E (M - 1) M → AffineOn E M (M + 1) →
      ∀ K : ℕ, 1 ≤ K → replicaGap E M K = integerGap E M) := by
  constructor
  · intro hd
    exact (replicaGap_tendsto_zero_iff hd.hasDerivAt.hasDerivWithinAt
      hd.hasDerivAt.hasDerivWithinAt).2 rfl
  · intro hm hp K hK
    exact replicaGap_eq_integerGap hm hp (by exact_mod_cast hK)
```

Under both hypotheses the integer gap vanishes. The step `hc` says that G_K tends to G because it equals G from K = 1 on, and uniqueness of limits compares this with G_K → 0. An energy that is a straight line on [M − 1, M] and on [M, M + 1] and has G ≠ 0 therefore fails to be differentiable at M.

```lean
/-- If `E` is a straight line on `[M - 1, M]` and on `[M, M + 1]` and is differentiable at
`M`, the gap of the single system is zero. -/
theorem integerGap_eq_zero_of_differentiable {E : ℝ → ℝ} {M : ℝ}
    (hm : AffineOn E (M - 1) M) (hp : AffineOn E M (M + 1)) (hd : DifferentiableAt ℝ E M) :
    integerGap E M = 0 := by
  obtain ⟨h1, h2⟩ := replicaGap_smooth_and_piecewise_linear E M
  -- the replica gap is eventually constant and also tends to zero
  have hc : Tendsto (fun K : ℕ => replicaGap E M K) atTop (𝓝 (integerGap E M)) := by
    refine tendsto_const_nhds.congr' ?_
    filter_upwards [eventually_ge_atTop 1] with K hK
    exact (h2 hm hp K hK).symm
  exact tendsto_nhds_unique hc (h1 hd)
```

The last theorem exhibits such an energy. The function |x − M| equals −x + M on the lower interval and x − M on the upper one, and its integer gap is 1 + 1 − 0 = 2. It meets both hypotheses of the second part of the main theorem with a nonzero gap.

```lean
/-- The kinked energy `|x - M|` is a straight line on `[M - 1, M]` and on `[M, M + 1]`, and
its single-system gap is `2`. -/
theorem kink_witness (M : ℝ) :
    AffineOn (fun x => |x - M|) (M - 1) M ∧ AffineOn (fun x => |x - M|) M (M + 1) ∧
    integerGap (fun x => |x - M|) M = 2 := by
  refine ⟨⟨-1, M, fun x hx => ?_⟩, ⟨1, -M, fun x hx => ?_⟩, ?_⟩
  · show |x - M| = -1 * x + M
    rw [abs_of_nonpos (by linarith [hx.2])]
    ring
  · show |x - M| = 1 * x + -M
    rw [abs_of_nonneg (by linarith [hx.1])]
    ring
  · show |M + 1 - M| + |M - 1 - M| - 2 * |M - M| = 2
    have a1 : M + 1 - M = 1 := by ring
    have a2 : M - 1 - M = -1 := by ring
    rw [a1, a2, sub_self, abs_neg, abs_one, abs_zero]
    norm_num

end

end ReplicaGap
```

```lean
#print axioms ReplicaGap.replicaGap_tendsto_jump
#print axioms ReplicaGap.integerGap_eq_zero_of_differentiable
```

```
'ReplicaGap.replicaGap_tendsto_jump' depends on axioms: [propext, Classical.choice, Quot.sound]
'ReplicaGap.integerGap_eq_zero_of_differentiable' depends on axioms: [propext, Classical.choice, Quot.sound]
```
